# Doubles-CI ground state and size-consistency error of separated H₂ molecules in a two-parameter model

Take $N$ identical H₂ molecules that do not interact, each described by one bonding and one antibonding orbital. The configurations are the reference determinant, `none`, and the double excitation on molecule $i$, `some i`, which moves both its electrons from the bonding to the antibonding orbital, with $i=0,\dots,N-1$; together they form the type `Option (Fin N)`. Energies are relative to the reference. A double excitation costs $2D$, and the exchange integral $K$ between the two orbitals of a molecule couples it to the reference. Both numbers are real parameters, and the matrix $H$, `doublesCI N D K`, is postulated, not derived from an electronic Hamiltonian.

```lean
import Mathlib

open Matrix Filter

namespace SeparatedH2

noncomputable section

/-- The doubles-CI matrix of `N` separated H2 molecules, relative to the reference energy.
The index `none` is the reference determinant, `some i` the double excitation on molecule `i`. -/
def doublesCI (N : ℕ) (D K : ℝ) : Matrix (Option (Fin N)) (Option (Fin N)) ℝ
  | none, none => 0
  | none, some _ => K
  | some _, none => K
  | some i, some j => if i = j then 2 * D else 0
```

Write $s_N=\sqrt{D^2+NK^2}$, $a_N=D+s_N$ and $E_N=D-s_N$. The last is `energy N D K`.

```lean
/-- The closed formula `D - sqrt (D² + N K²)`. For `D > 0` it is the lowest eigenvalue of
`doublesCI N D K`, that is, the doubles-CI correlation energy. -/
def energy (N : ℕ) (D K : ℝ) : ℝ := D - Real.sqrt (D ^ 2 + N * K ^ 2)
```

The vector $v$, `groundVector N D K`, has reference amplitude $a_N$ and amplitude $-K$ on each double.

```lean
/-- The unnormalised CI vector with amplitude `D + sqrt (D² + N K²)` on the reference
and `-K` on every double excitation. -/
def groundVector (N : ℕ) (D K : ℝ) : Option (Fin N) → ℝ
  | none => D + Real.sqrt (D ^ 2 + N * K ^ 2)
  | some _ => -K
```

A real trial vector $x$ has reference amplitude $r$ (`x none`) and double amplitudes $t_i$ (`x (some i)`). In Lean `*ᵥ` applies a matrix to a vector, and `⬝ᵥ` is the real dot product $\langle\cdot,\cdot\rangle$. Parts (a) to (e) hold for all real $D,K$ and every $N\ge 0$; later parts assume $D>0$, meaning that the double excitation lies above the reference.

### (a) The reference row

Show that $(Hx)_{\text{none}}=K\sum_i t_i$.

The reference row of $H$ is $(0,K,\dots,K)$. In Lean, `simp` splits the sum over configurations into the reference term and the sum over molecules.

```lean
/-- The reference determinant couples to the sum of all double-excitation amplitudes. -/
theorem mulVec_reference (N : ℕ) (D K : ℝ) (x : Option (Fin N) → ℝ) :
    (doublesCI N D K *ᵥ x) none = K * ∑ i, x (some i) := by
  simp [Matrix.mulVec, dotProduct, Fintype.sum_option, doublesCI, Finset.mul_sum]
```

### (b) A double-excitation row

Show that $(Hx)_{\text{some }i}=Kr+2Dt_i$.

This row has $K$ in the reference column, $2D$ on the diagonal and zeros elsewhere.

```lean
/-- Each double excitation couples only to the reference and to itself. -/
theorem mulVec_double (N : ℕ) (D K : ℝ) (x : Option (Fin N) → ℝ) (i : Fin N) :
    (doublesCI N D K *ᵥ x) (some i) = K * x none + 2 * D * x (some i) := by
  simp [Matrix.mulVec, dotProduct, Fintype.sum_option, doublesCI]
```

### (c) The secular equation

Show that $E_Na_N=-NK^2$.

$$(D-s_N)(D+s_N)=D^2-s_N^2=-NK^2.$$

The proof supplies the square of the root as `h`; the rest is algebra.

```lean
/-- The secular equation, in factored form. -/
theorem energy_secular (N : ℕ) (D K : ℝ) :
    energy N D K * (D + Real.sqrt (D ^ 2 + N * K ^ 2)) = -(N * K ^ 2) := by
  have h := Real.sq_sqrt (show 0 ≤ D ^ 2 + N * K ^ 2 by positivity)
  unfold energy
  linear_combination -h
```

### (d) The eigenvector

Show that $Hv=E_Nv$.

By (a) and (c), the reference component is $K\cdot N(-K)=-NK^2=E_Na_N$. By (b), each double component is $Ka_N-2DK=K(s_N-D)=E_N(-K)$. The two cases in Lean are these two rows.

```lean
/-- The explicit CI vector satisfies the eigenvalue equation with the closed-form energy. -/
theorem mulVec_groundVector (N : ℕ) (D K : ℝ) :
    doublesCI N D K *ᵥ groundVector N D K = energy N D K • groundVector N D K := by
  ext i
  cases i with
  | none =>
    rw [mulVec_reference, Pi.smul_apply, smul_eq_mul]
    simp only [groundVector, Finset.sum_const, Finset.card_univ, Fintype.card_fin,
      nsmul_eq_mul]
    linear_combination -(energy_secular N D K)
  | some i =>
    rw [mulVec_double, Pi.smul_apply, smul_eq_mul]
    simp only [groundVector]
    unfold energy
    ring
```

### (e) The energy excess as a sum of squares

Show that
$$a_N\big(\langle x,Hx\rangle-E_N\langle x,x\rangle\big)=\sum_i(Kr+a_Nt_i)^2.$$

Let $S=\sum_i t_i$ and $Q=\sum_i t_i^2$. Then $\langle x,Hx\rangle=2KrS+2DQ$ and $\langle x,x\rangle=r^2+Q$. Since $2D-E_N=a_N$ and $-a_NE_N=NK^2$, the left side is
$$NK^2r^2+2a_NKrS+a_N^2Q,$$
which is the expanded right side. The steps `hq`, `hn` and `hs` are the three expansions.

```lean
/-- For a real vector `x` and `E = energy N D K`, the excess `⟨x, H x⟩ - E ⟨x, x⟩`, multiplied by
`D + sqrt (D² + N K²)`, is a sum of squares with one term per molecule. -/
theorem excess_eq_sum_sq (N : ℕ) (D K : ℝ) (x : Option (Fin N) → ℝ) :
    (D + Real.sqrt (D ^ 2 + N * K ^ 2)) *
        (x ⬝ᵥ (doublesCI N D K *ᵥ x) - energy N D K * (x ⬝ᵥ x)) =
      ∑ i, (K * x none + (D + Real.sqrt (D ^ 2 + N * K ^ 2)) * x (some i)) ^ 2 := by
  have hq : x ⬝ᵥ (doublesCI N D K *ᵥ x) =
      2 * K * x none * ∑ i, x (some i) + 2 * D * ∑ i, x (some i) ^ 2 := by
    have h : ∑ i, x (some i) * (K * x none + 2 * D * x (some i)) =
        K * x none * ∑ i, x (some i) + 2 * D * ∑ i, x (some i) ^ 2 := by
      rw [Finset.mul_sum, Finset.mul_sum, ← Finset.sum_add_distrib]
      exact Finset.sum_congr rfl fun i _ => by ring
    simp only [dotProduct, Fintype.sum_option, mulVec_reference, mulVec_double]
    rw [h]
    ring
  have hn : x ⬝ᵥ x = x none ^ 2 + ∑ i, x (some i) ^ 2 := by
    simp only [dotProduct, Fintype.sum_option, pow_two]
  -- expand the squares on the right
  have hs (a : ℝ) : ∑ i, (K * x none + a * x (some i)) ^ 2 =
      N * (K * x none) ^ 2 + 2 * K * x none * a * ∑ i, x (some i)
        + a ^ 2 * ∑ i, x (some i) ^ 2 := by
    have h (i : Fin N) : (K * x none + a * x (some i)) ^ 2 =
        (K * x none) ^ 2 + 2 * K * x none * a * x (some i) + a ^ 2 * x (some i) ^ 2 := by
      ring
    simp only [h, Finset.sum_add_distrib, ← Finset.mul_sum, Finset.sum_const,
      Finset.card_univ, Fintype.card_fin, nsmul_eq_mul]
  rw [hq, hn, hs]
  have h := energy_secular N D K
  unfold energy at h ⊢
  linear_combination (-(x none) ^ 2) * h
```

### (f) The ground state

For $D>0$, show that $v\neq0$, that $Hv=E_Nv$, and that $E_N\langle x,x\rangle\le\langle x,Hx\rangle$ for every $x$.

Here $a_N>0$, so $v\ne0$. The eigenvalue equation is (d). The right side of (e) is nonnegative, and dividing by $a_N$ gives the bound. For $x\neq0$ this bounds the Rayleigh quotient.

Since $\langle v,v\rangle=a_N^2+NK^2=2s_Na_N$, the normalised state is $v/\sqrt{2s_Na_N}$.

```lean
/-- For `D > 0`, `D - sqrt (D² + N K²)` is an eigenvalue of the doubles-CI matrix with an explicit
nonzero eigenvector, and `⟨x, H x⟩` is at least this eigenvalue times `⟨x, x⟩` for every real trial
vector `x`. -/
theorem doublesCI_ground_state (N : ℕ) {D : ℝ} (K : ℝ) (hD : 0 < D) :
    groundVector N D K ≠ 0 ∧
    doublesCI N D K *ᵥ groundVector N D K = energy N D K • groundVector N D K ∧
    ∀ x : Option (Fin N) → ℝ,
      energy N D K * (x ⬝ᵥ x) ≤ x ⬝ᵥ (doublesCI N D K *ᵥ x) := by
  have ha : 0 < D + Real.sqrt (D ^ 2 + N * K ^ 2) := by positivity
  refine ⟨fun h => ha.ne' (congrFun h none), mulVec_groundVector N D K, fun x => ?_⟩
  -- a sum of squares is nonnegative, and the prefactor is positive
  have h : 0 ≤ ∑ i, (K * x none +
      (D + Real.sqrt (D ^ 2 + N * K ^ 2)) * x (some i)) ^ 2 :=
    Finset.sum_nonneg fun i _ => sq_nonneg _
  rw [← excess_eq_sum_sq] at h
  have h' := (mul_nonneg_iff_of_pos_left ha).1 h
  linarith
```

### (g) Uniqueness

For $D>0$, show that equality holds in the bound exactly when $x=cv$ for some real $c$.

Equality makes every square in (e) vanish, so $t_i=-Kr/a_N$ and $c=r/a_N$. Conversely, for $x=cv$ both sides equal $c^2E_N\langle v,v\rangle$.

```lean
/-- For `D > 0`, a real trial vector attains the lower bound exactly when it is a multiple
of the explicit eigenvector. -/
theorem bound_attained_iff (N : ℕ) {D : ℝ} (K : ℝ) (hD : 0 < D)
    (x : Option (Fin N) → ℝ) :
    x ⬝ᵥ (doublesCI N D K *ᵥ x) = energy N D K * (x ⬝ᵥ x) ↔
      ∃ c : ℝ, x = c • groundVector N D K := by
  have ha : 0 < D + Real.sqrt (D ^ 2 + N * K ^ 2) := by positivity
  constructor
  · intro h
    have hs := excess_eq_sum_sq N D K x
    rw [h, sub_self, mul_zero] at hs
    -- every square vanishes, which fixes all amplitudes by the reference amplitude
    have hz := (Finset.sum_eq_zero_iff_of_nonneg (fun i _ => sq_nonneg _)).1 hs.symm
    refine ⟨x none / (D + Real.sqrt (D ^ 2 + N * K ^ 2)), ?_⟩
    ext i
    cases i with
    | none =>
      simp only [Pi.smul_apply, smul_eq_mul, groundVector]
      exact (div_mul_cancel₀ _ ha.ne').symm
    | some i =>
      have hi := (pow_eq_zero_iff two_ne_zero).1 (hz i (Finset.mem_univ i))
      simp only [Pi.smul_apply, smul_eq_mul, groundVector]
      rw [div_mul_eq_mul_div, eq_div_iff ha.ne']
      linear_combination hi
  · rintro ⟨c, rfl⟩
    simp only [Matrix.mulVec_smul, mulVec_groundVector, dotProduct_smul, smul_dotProduct,
      smul_eq_mul]
    ring
```

### (h) The size-consistency error

For $D>0$, $K\ne0$ and $N\ge2$, show that $NE_1<E_N$.

By (c), $E_Na_N=-NK^2=NE_1a_1$. Hence
$$(E_N-NE_1)a_N=N(-E_1)(s_N-s_1)>0,$$
because $E_1<0$ and $s_N>s_1$. This identity is `key` in the proof.

```lean
/-- Doubles CI is not size consistent: for `D > 0`, `K ≠ 0` and at least two molecules, its
energy lies strictly above `N` times the energy of one molecule. -/
theorem not_size_consistent {N : ℕ} {D K : ℝ} (hN : 2 ≤ N) (hD : 0 < D) (hK : K ≠ 0) :
    N * energy 1 D K < energy N D K := by
  have hK2 : 0 < K ^ 2 := by positivity
  have hN2 : (2 : ℝ) ≤ N := by exact_mod_cast hN
  have ha : 0 < D + Real.sqrt (D ^ 2 + N * K ^ 2) := by positivity
  have h1 := energy_secular 1 D K
  simp only [Nat.cast_one, one_mul] at h1
  have hE : energy 1 D K < 0 := by
    have h : D < Real.sqrt (D ^ 2 + K ^ 2) := Real.lt_sqrt_of_sq_lt (by linarith)
    unfold energy
    simp only [Nat.cast_one, one_mul]
    linarith
  have hs : Real.sqrt (D ^ 2 + K ^ 2) < Real.sqrt (D ^ 2 + N * K ^ 2) :=
    Real.sqrt_lt_sqrt (by positivity) (by nlinarith)
  -- compare the two secular equations
  have key : (energy N D K - N * energy 1 D K) * (D + Real.sqrt (D ^ 2 + N * K ^ 2)) =
      N * (-energy 1 D K) *
        (Real.sqrt (D ^ 2 + N * K ^ 2) - Real.sqrt (D ^ 2 + K ^ 2)) := by
    linear_combination energy_secular N D K - N * h1
  have hpos : 0 < (energy N D K - N * energy 1 D K) *
      (D + Real.sqrt (D ^ 2 + N * K ^ 2)) := by
    rw [key]
    exact mul_pos (mul_pos (by linarith) (by linarith)) (by linarith)
  have h := (mul_pos_iff_of_pos_right ha).1 hpos
  linarith
```

### (i) A lower bound proportional to $\sqrt N$

For $D>0$, show that $-\sqrt N\,|K|\le E_N$.

$$(D+\sqrt N|K|)^2=s_N^2+2D\sqrt N|K|\ge s_N^2.$$
Taking roots gives $s_N\le D+\sqrt N|K|$.

```lean
/-- For `D > 0`, the doubles-CI energy is never below `-sqrt N |K|`. -/
theorem energy_ge_neg_sqrt (N : ℕ) {D : ℝ} (K : ℝ) (hD : 0 < D) :
    -(Real.sqrt N * |K|) ≤ energy N D K := by
  have hsq : (Real.sqrt N * |K|) ^ 2 = N * K ^ 2 := by
    rw [mul_pow, sq_abs, Real.sq_sqrt (Nat.cast_nonneg N)]
  have hc : 0 ≤ D * (Real.sqrt N * |K|) := by positivity
  have h : Real.sqrt (D ^ 2 + N * K ^ 2) ≤ D + Real.sqrt N * |K| :=
    Real.sqrt_le_iff.2 ⟨by positivity, by nlinarith⟩
  unfold energy
  linarith
```

### (j) Correlation energy per molecule

For $D>0$, show that $E_N/N\to0$ as $N\to\infty$.

For $N\ge1$, (i) and $s_N\ge D$ give
$$-\frac{|K|}{\sqrt N}\le\frac{E_N}{N}\le0,$$
and Lean applies the same squeeze. When $K\neq0$, the additive energy $NE_1$ is the same negative amount $E_1$ per molecule for every $N\ge1$, so in this model the fraction of it that doubles CI recovers, $E_N/(NE_1)$, tends to zero.

```lean
/-- For `D > 0`, the doubles-CI correlation energy per molecule tends to zero as the number
of molecules grows. -/
theorem energy_per_molecule_tendsto_zero {D : ℝ} (K : ℝ) (hD : 0 < D) :
    Tendsto (fun N : ℕ => energy N D K / N) atTop (nhds 0) := by
  have h : Tendsto (fun N : ℕ => (Real.sqrt (N : ℝ))⁻¹) atTop (nhds 0) :=
    tendsto_inv_atTop_zero.comp
      (Real.tendsto_sqrt_atTop.comp tendsto_natCast_atTop_atTop)
  have hl := (h.const_mul |K|).neg
  rw [mul_zero, neg_zero] at hl
  -- squeeze between -|K| / sqrt N and 0
  refine tendsto_of_tendsto_of_tendsto_of_le_of_le' hl tendsto_const_nhds ?_ ?_
  · filter_upwards [eventually_gt_atTop 0] with N hN
    have hN' : (0 : ℝ) < N := by exact_mod_cast hN
    have hr : 0 < Real.sqrt (N : ℝ) := Real.sqrt_pos.2 hN'
    have hrN : (Real.sqrt (N : ℝ))⁻¹ * N = Real.sqrt N := by
      rw [inv_mul_eq_iff_eq_mul₀ hr.ne']
      exact (Real.mul_self_sqrt hN'.le).symm
    rw [le_div_iff₀ hN']
    have hb := energy_ge_neg_sqrt N K hD
    linear_combination hb - |K| * hrN
  · refine Eventually.of_forall fun N => ?_
    have hs : D ≤ Real.sqrt (D ^ 2 + N * K ^ 2) :=
      (Real.le_sqrt' hD).2 (le_add_of_nonneg_right (by positivity))
    exact div_nonpos_of_nonpos_of_nonneg (by unfold energy; linarith) (Nat.cast_nonneg N)

end

end SeparatedH2
```

```lean
#print axioms SeparatedH2.doublesCI_ground_state
#print axioms SeparatedH2.bound_attained_iff
#print axioms SeparatedH2.not_size_consistent
#print axioms SeparatedH2.energy_per_molecule_tendsto_zero
```

```
'SeparatedH2.doublesCI_ground_state' depends on axioms: [propext, Classical.choice, Quot.sound]
'SeparatedH2.bound_attained_iff' depends on axioms: [propext, Classical.choice, Quot.sound]
'SeparatedH2.not_size_consistent' depends on axioms: [propext, Classical.choice, Quot.sound]
'SeparatedH2.energy_per_molecule_tendsto_zero' depends on axioms: [propext, Classical.choice, Quot.sound]
```

### Two molecules with $D=1$, $K=2$

Here $s_2=3$, $E_2=-2$ and $v=(4,-2,-2)$, normalised $(2,-1,-1)/\sqrt6$. Indeed $Hv=(-8,4,4)=-2v$. One molecule has $E_1=1-\sqrt5\approx-1.236$, so $2E_1\approx-2.472$, and the doubles-CI energy lies about $0.472$ above this additive value.
